# For positive hopping, a finite-difference Rashba chain is an SU(2)-link chain with hopping √(t² + λ²) and angle arctan(λ/t)

Take a chain with hopping $1$ and spin-orbit coupling $1$, whose Bloch matrix is $-2\cos k + 2\sin k\,\sigma_y$. Here $k$ is the wave number times the lattice spacing. On the two eigenstates of $\sigma_y$ the matrix is a number:

$$-2\cos k \pm 2\sin k = -2\sqrt2\,\cos(k \pm \pi/4).$$

The coupling has moved the two spin bands apart in $k$, each by $\pi/4 = \arctan 1$, and has widened both by the factor $\sqrt2$. A chain whose hops carry a spin rotation also has displaced cosine bands. There the displacement is the link angle itself, and changing that angle at fixed hopping leaves the width unchanged.

## Two Bloch matrices

For hopping $t$ and link angle $\theta$, the first model is

$$H_{\rm link} = -t\,(e^{ik}U + e^{-ik}U^\dagger), \qquad U = \cos\theta + i\sin\theta\,\sigma_y .$$

The second replaces the derivatives in the continuum Rashba Hamiltonian $\hbar^2q^2/2m + \alpha q\,\sigma_y$ by central differences on a grid of spacing $d$. With $k = qd$, this gives $t = \hbar^2/(2md^2)$ and the coupling $\lambda = \alpha/(2d)$. Without the constant energy $2t$ that the second difference produces, the matrix is

$$H_{\rm fd} = -2t\cos k + 2\lambda\sin k\,\sigma_y .$$

In Lean 4 with Mathlib:

```lean
import Mathlib

open Matrix
open Complex (I)

namespace RashbaChain

noncomputable section

/-- The Pauli matrix `σ_y`. -/
def sigmaY : Matrix (Fin 2) (Fin 2) ℂ := !![0, -I; I, 0]

/-- The spin rotation `U = cos θ + i sin θ σ_y` carried by a bond of the chain. -/
def link (θ : ℝ) : Matrix (Fin 2) (Fin 2) ℂ :=
  ((Real.cos θ : ℝ) : ℂ) • 1 + (I * ((Real.sin θ : ℝ) : ℂ)) • sigmaY

/-- The Bloch matrix `-t (U exp(ik) + adjoint)` of a chain with hopping `t` and link `U`. -/
def linkBloch (t θ k : ℝ) : Matrix (Fin 2) (Fin 2) ℂ :=
  (-(t : ℂ)) • (Complex.exp (I * k) • link θ + (Complex.exp (I * k) • link θ)ᴴ)

/-- The finite-difference Rashba matrix `-2t cos k + 2 lam sin k σ_y`. -/
def finiteDiffBloch (t lam k : ℝ) : Matrix (Fin 2) (Fin 2) ℂ :=
  ((-2 * t * Real.cos k : ℝ) : ℂ) • 1 + ((2 * lam * Real.sin k : ℝ) : ℂ) • sigmaY

/-- `E` is an energy of `H` if `H v = E v` for some nonzero spinor `v`. -/
def IsEnergy (H : Matrix (Fin 2) (Fin 2) ℂ) (E : ℂ) : Prop :=
  ∃ v : Fin 2 → ℂ, v ≠ 0 ∧ H *ᵥ v = E • v
```

Both are complex $2\times2$ matrices, `linkBloch t θ k` and `finiteDiffBloch t lam k`, with `lam` for $\lambda$ and `ᴴ` for the adjoint. They describe one non-interacting orbital per site with nearest-neighbour hops and a single spin axis. The Bloch form is the starting point; it is not derived from a chain in real space. `IsEnergy H E` says that $E$ is an eigenvalue, and $E$ is allowed to be complex, so that real energies are a result.

## A real link angle: the link preserves the norm of the spinor

A real $\theta$ means that the electron's spin is rotated on the bond, without gain or loss. By hand, $\sigma_y^2 = 1$ gives

$$UU^\dagger = (\cos\theta + i\sin\theta\,\sigma_y)(\cos\theta - i\sin\theta\,\sigma_y) = \cos^2\theta + \sin^2\theta = 1 .$$

In components $U$ is the real rotation with rows $(\cos\theta, \sin\theta)$ and $(-\sin\theta, \cos\theta)$, so its determinant is also $\cos^2\theta+\sin^2\theta = 1$.

```lean
/-- The link is an SU(2) matrix: it is unitary and has determinant one. -/
theorem link_special_unitary (θ : ℝ) :
    link θ * (link θ)ᴴ = 1 ∧ (link θ).det = 1 := by
  have h : ((Real.cos θ : ℝ) : ℂ) ^ 2 + ((Real.sin θ : ℝ) : ℂ) ^ 2 = 1 := by
    exact_mod_cast Real.cos_sq_add_sin_sq θ
  unfold link
  generalize Real.cos θ = c at h ⊢
  generalize Real.sin θ = s at h ⊢
  -- in components the link is a real rotation
  have e : (c : ℂ) • (1 : Matrix (Fin 2) (Fin 2) ℂ) + (I * (s : ℂ)) • sigmaY
      = !![(c : ℂ), (s : ℂ); -(s : ℂ), (c : ℂ)] := by
    ext i j
    fin_cases i <;> fin_cases j <;> apply Complex.ext <;> simp [sigmaY]
  rw [e]
  constructor
  · ext i j
    fin_cases i <;> fin_cases j <;>
      simp [Matrix.mul_apply, Fin.sum_univ_two] <;>
      first | ring1 | linear_combination h
  · rw [Matrix.det_fin_two_of]
    linear_combination h
```

The proof first rewrites the link as this rotation (`e`). The diagonal entries of the product, and the determinant, then follow from `h`, which is $\cos^2\theta+\sin^2\theta=1$; the off-diagonal entries cancel. Reality enters when the adjoint leaves the sine and cosine unconjugated.

For complex angles unitarity can fail. At $\theta = i$ the link is $\cosh 1 - \sinh 1\,\sigma_y$, and $UU^\dagger$ has eigenvalues $e^{\pm2}$.

## A nonzero spinor: an energy needs a state

The condition `v ≠ 0` in `IsEnergy` says that there is a state to carry the energy. Without it the zero vector would make every complex number an energy.

Consider $H = a + b\sigma_y$ and a spinor $v = (v_0, v_1)$. The equation $Hv = Ev$ reads

$$a v_0 - i b v_1 = E v_0, \qquad a v_1 + i b v_0 = E v_1 .$$

Subtracting $i$ times the second equation from the first, and then adding it instead, gives

$$(E - a - b)(v_0 - i v_1) = 0, \qquad (E - a + b)(v_0 + i v_1) = 0 .$$

The brackets $v_0 \mp i v_1$ are $\sqrt2$ times the amplitudes of $v$ on the normalised states $(1, \pm i)/\sqrt2$. If both vanish, then $v_0 = v_1 = 0$. A nonzero $v$ therefore forces $E = a+b$ or $E = a-b$. Conversely, $(1,\pm i)/\sqrt2$ has energy $a \pm b$.

```lean
/-- Action of `a + b σ_y` on a spinor, in components. -/
theorem spin_mulVec (a b : ℂ) (v : Fin 2 → ℂ) :
    (a • (1 : Matrix (Fin 2) (Fin 2) ℂ) + b • sigmaY) *ᵥ v
      = ![a * v 0 - I * b * v 1, a * v 1 + I * b * v 0] := by
  ext i
  fin_cases i <;>
    simp [sigmaY, Matrix.mulVec, dotProduct, Fin.sum_univ_two,
      -mul_eq_mul_right_iff, -mul_eq_mul_left_iff] <;> ring

/-- For real `a` and `b`, the energies of `a + b σ_y` are exactly `a + b` and `a - b`. -/
theorem spin_spectrum (a b : ℝ) (E : ℂ) :
    IsEnergy ((a : ℂ) • 1 + (b : ℂ) • sigmaY) E
      ↔ E = ((a + b : ℝ) : ℂ) ∨ E = ((a - b : ℝ) : ℂ) := by
  rw [Complex.ofReal_add, Complex.ofReal_sub]
  constructor
  · rintro ⟨v, hv, h⟩
    rw [spin_mulVec] at h
    have h0 : (a : ℂ) * v 0 - I * b * v 1 = E * v 0 := congrFun h 0
    have h1 : (a : ℂ) * v 1 + I * b * v 0 = E * v 1 := congrFun h 1
    -- project on the two spin states along y
    have hp : (E - (a + b)) * (v 0 - I * v 1) = 0 := by
      linear_combination -h0 + I * h1 - b * v 0 * Complex.I_sq
    have hq : (E - (a - b)) * (v 0 + I * v 1) = 0 := by
      linear_combination -h0 - I * h1 + b * v 0 * Complex.I_sq
    rcases mul_eq_zero.mp hp with hE | hp
    · exact Or.inl (sub_eq_zero.mp hE)
    rcases mul_eq_zero.mp hq with hE | hq
    · exact Or.inr (sub_eq_zero.mp hE)
    -- both projections vanish only for the zero spinor
    exfalso
    apply hv
    have z0 : v 0 = 0 := by linear_combination (hp + hq) / 2
    have z1 : v 1 = 0 := by
      linear_combination I * (hp - hq) / 2 + v 1 * Complex.I_sq
    ext i
    fin_cases i
    · exact z0
    · exact z1
  · rintro (rfl | rfl)
    · refine ⟨![1, I], fun h => one_ne_zero (congrFun h 0), ?_⟩
      rw [spin_mulVec]
      ext i
      fin_cases i
      · show (a : ℂ) * 1 - I * b * I = (a + b) * 1
        linear_combination -(b : ℂ) * Complex.I_sq
      · show (a : ℂ) * I + I * b * 1 = (a + b) * I
        ring
    · refine ⟨![1, -I], fun h => one_ne_zero (congrFun h 0), ?_⟩
      rw [spin_mulVec]
      ext i
      fin_cases i
      · show (a : ℂ) * 1 - I * b * (-I) = (a - b) * 1
        linear_combination (b : ℂ) * Complex.I_sq
      · show (a : ℂ) * (-I) + I * b * 1 = (a - b) * (-I)
        ring
```

`spin_mulVec` supplies the component equations. In `spin_spectrum`, `hp` and `hq` are the two projected equations, and `hv` is contradicted once `z0` and `z1` show that both components vanish. The converse uses the unnormalised vectors `![1, I]` and `![1, -I]`, and has to show that they are nonzero.

The theorem is an equivalence, so no energy is left out. It gives the set of energies and not their multiplicities: for $b=0$ the two values coincide. The coefficients are taken real, which makes the energies real, though the algebra itself would work for complex ones.

## A real wave number: the return hop carries the opposite phase

Real $k$ describes a Bloch wave that neither grows nor decays along the chain. By hand it is used when the adjoint of $e^{ik}U$ is written as $e^{-ik}U^\dagger$. Expanding both terms,

$$(\cos k + i\sin k)(\cos\theta + i\sin\theta\,\sigma_y) + (\cos k - i\sin k)(\cos\theta - i\sin\theta\,\sigma_y)$$
$$= 2\cos\theta\cos k - 2\sin\theta\sin k\,\sigma_y .$$

Multiplication by $-t$ gives the form $a + b\sigma_y$ with $a = -2t\cos\theta\cos k$ and $b = 2t\sin\theta\sin k$. The addition theorems turn $a \pm b$ into $-2t\cos(k\pm\theta)$.

```lean
/-- The link matrix equals `-2t cos θ cos k + 2t sin θ sin k σ_y`. -/
theorem linkBloch_eq (t θ k : ℝ) :
    linkBloch t θ k = ((-2 * t * (Real.cos θ * Real.cos k) : ℝ) : ℂ) • 1
      + ((2 * t * (Real.sin θ * Real.sin k) : ℝ) : ℂ) • sigmaY := by
  have hexp : Complex.exp (I * k)
      = ((Real.cos k : ℝ) : ℂ) + ((Real.sin k : ℝ) : ℂ) * I := by
    rw [mul_comm, Complex.exp_mul_I, Complex.ofReal_cos, Complex.ofReal_sin]
  unfold linkBloch link
  rw [hexp]
  generalize Real.cos k = c
  generalize Real.sin k = s
  generalize Real.cos θ = C
  generalize Real.sin θ = S
  ext i j
  fin_cases i <;> fin_cases j <;> apply Complex.ext <;>
    simp [sigmaY, -mul_eq_zero, -mul_eq_mul_left_iff, -mul_eq_mul_right_iff] <;> ring

/-- The energies of the SU(2)-link chain at wave number `k` are exactly
`-2t cos(k + θ)` and `-2t cos(k - θ)`. -/
theorem link_spectrum (t θ k : ℝ) (E : ℂ) :
    IsEnergy (linkBloch t θ k) E
      ↔ E = ((-2 * t * Real.cos (k + θ) : ℝ) : ℂ)
        ∨ E = ((-2 * t * Real.cos (k - θ) : ℝ) : ℂ) := by
  have h1 : -2 * t * Real.cos (k + θ) = -2 * t * (Real.cos θ * Real.cos k)
      + 2 * t * (Real.sin θ * Real.sin k) := by
    rw [Real.cos_add]; ring
  have h2 : -2 * t * Real.cos (k - θ) = -2 * t * (Real.cos θ * Real.cos k)
      - 2 * t * (Real.sin θ * Real.sin k) := by
    rw [Real.cos_sub]; ring
  rw [linkBloch_eq, spin_spectrum, h1, h2]
```

`linkBloch_eq` expands the exponential (`hexp`) and compares real and imaginary parts entry by entry. `link_spectrum` inserts the result into `spin_spectrum`; `h1` and `h2` are the addition theorems. There is no sign condition here: $t$ and $\theta$ may be any real numbers.

For complex $k$ the formula can fail. With $\theta=0$ and $k=i$, the matrix built with the adjoint would be $-2te^{-1}$, whereas $-2t\cos k$ would be $-2t\cosh 1$.

## Positive hopping: the arctangent finds the right quadrant

With $t>0$ the uncoupled band has its minimum at $k=0$, as for a free particle with positive mass. Put $x=\lambda/t$, $r=\sqrt{t^2+\lambda^2}$ and $\varphi=\arctan x$. Since $t>0$, $r = t\sqrt{1+x^2}$, and therefore

$$r\cos\varphi = \frac{t\sqrt{1+x^2}}{\sqrt{1+x^2}} = t, \qquad r\sin\varphi = \frac{t\sqrt{1+x^2}\;x}{\sqrt{1+x^2}} = \lambda .$$

Hence $H_{\rm fd} = -2r\cos\varphi\cos k + 2r\sin\varphi\sin k\,\sigma_y$, which is the link matrix with hopping $r$ and angle $\varphi$. Its energies are $-2r\cos(k\pm\varphi)$. As $r\ge0$ and no cosine exceeds $1$, none lies below $-2r$, and at $k=\mp\varphi$ one of the two cosines equals $1$.

```lean
/-- For `t > 0` the finite-difference matrix is the link matrix with hopping
`sqrt(t^2 + lam^2)` and link angle `arctan(lam/t)`. -/
theorem finiteDiff_eq_link {t : ℝ} (ht : 0 < t) (lam k : ℝ) :
    finiteDiffBloch t lam k
      = linkBloch (Real.sqrt (t ^ 2 + lam ^ 2)) (Real.arctan (lam / t)) k := by
  -- polar form of the pair (t, lam)
  have hr : Real.sqrt (t ^ 2 + lam ^ 2) = t * Real.sqrt (1 + (lam / t) ^ 2) := by
    have e : t ^ 2 + lam ^ 2 = t ^ 2 * (1 + (lam / t) ^ 2) := by field_simp
    rw [e, Real.sqrt_mul (sq_nonneg t), Real.sqrt_sq ht.le]
  have hs : Real.sqrt (1 + (lam / t) ^ 2) ≠ 0 := by positivity
  have hpolar : Real.sqrt (t ^ 2 + lam ^ 2) * Real.cos (Real.arctan (lam / t)) = t
      ∧ Real.sqrt (t ^ 2 + lam ^ 2) * Real.sin (Real.arctan (lam / t)) = lam := by
    rw [hr, Real.cos_arctan, Real.sin_arctan]
    generalize Real.sqrt (1 + (lam / t) ^ 2) = s at hs ⊢
    constructor <;> field_simp
  obtain ⟨hc, hl⟩ := hpolar
  rw [linkBloch_eq]
  unfold finiteDiffBloch
  congr 3
  · linear_combination 2 * Real.cos k * hc
  · linear_combination -2 * Real.sin k * hl

/-- For `t > 0` the energies of the finite-difference matrix are exactly
`-2 sqrt(t^2 + lam^2) cos(k ± arctan(lam/t))`. -/
theorem finiteDiff_spectrum {t : ℝ} (ht : 0 < t) (lam k : ℝ) (E : ℂ) :
    IsEnergy (finiteDiffBloch t lam k) E
      ↔ E = ((-2 * Real.sqrt (t ^ 2 + lam ^ 2)
            * Real.cos (k + Real.arctan (lam / t)) : ℝ) : ℂ)
        ∨ E = ((-2 * Real.sqrt (t ^ 2 + lam ^ 2)
            * Real.cos (k - Real.arctan (lam / t)) : ℝ) : ℂ) := by
  rw [finiteDiff_eq_link ht, link_spectrum]

/-- For `t > 0` no real energy of the finite-difference chain lies below
`-2 sqrt(t^2 + lam^2)`, and this value is reached at `k = ± arctan(lam/t)`. -/
theorem finiteDiff_band_bottom {t : ℝ} (ht : 0 < t) (lam : ℝ) :
    (∀ k e : ℝ, IsEnergy (finiteDiffBloch t lam k) (e : ℂ) →
        -2 * Real.sqrt (t ^ 2 + lam ^ 2) ≤ e)
      ∧ IsEnergy (finiteDiffBloch t lam (-Real.arctan (lam / t)))
          ((-2 * Real.sqrt (t ^ 2 + lam ^ 2) : ℝ) : ℂ)
      ∧ IsEnergy (finiteDiffBloch t lam (Real.arctan (lam / t)))
          ((-2 * Real.sqrt (t ^ 2 + lam ^ 2) : ℝ) : ℂ) := by
  refine ⟨fun k e he => ?_, ?_, ?_⟩
  · have hb : ∀ q : ℝ, 0 ≤ Real.sqrt (t ^ 2 + lam ^ 2) * (1 - Real.cos q) :=
      fun q => mul_nonneg (Real.sqrt_nonneg _) (sub_nonneg.mpr (Real.cos_le_one q))
    rcases (finiteDiff_spectrum ht lam k e).mp he with h | h
    · have h' := Complex.ofReal_injective h
      linarith [hb (k + Real.arctan (lam / t))]
    · have h' := Complex.ofReal_injective h
      linarith [hb (k - Real.arctan (lam / t))]
  · rw [finiteDiff_spectrum ht]
    left
    rw [neg_add_cancel, Real.cos_zero, mul_one]
  · rw [finiteDiff_spectrum ht]
    right
    rw [sub_self, Real.cos_zero, mul_one]
```

In `finiteDiff_eq_link`, `ht` is used to take $t$ out of the square root (`hr`) and to divide by it. `hpolar` is the pair of equations above, and the last two lines match the coefficients of $1$ and $\sigma_y$. `finiteDiff_spectrum` then rewrites with this identity and `link_spectrum`. The band-bottom theorem uses `Real.cos_le_one` for the bound and $\cos 0=1$ for the two minima. It does not say that these are the only minima.

For negative $t$ the spectral formula can fail: at $t=-1$, $\lambda=0$, $k=0$ the energy is $2$, but the formula gives $-2$. The arctangent always has a positive cosine, so it cannot represent a pair $(t,\lambda)$ with $t<0$. The sign of $\lambda$ is free; reversing it exchanges the two spin bands.

## A nonnegative coupling ratio: the order of the bounds

The ratio $x=\lambda/t$ measures spin-orbit coupling against hopping, and $x\ge0$ fixes its sign. The bounds

$$x - \frac{x^3}{3} \le \arctan x \le x$$

come from two functions that vanish at zero:

$$\frac{d}{dy}\Big(\arctan y - y + \frac{y^3}{3}\Big) = \frac{1}{1+y^2} - 1 + y^2 = \frac{y^4}{1+y^2},$$
$$\frac{d}{dy}\,(y-\arctan y) = 1 - \frac{1}{1+y^2} = \frac{y^2}{1+y^2} .$$

Neither derivative is negative, so both functions are nonnegative at every $x\ge0$.

```lean
/-- For a coupling ratio `x ≥ 0` the link angle `arctan x` lies between
`x - x^3/3` and `x`. -/
theorem link_angle_bounds {x : ℝ} (hx : 0 ≤ x) :
    x - x ^ 3 / 3 ≤ Real.arctan x ∧ Real.arctan x ≤ x := by
  constructor
  · have hd : ∀ y : ℝ, HasDerivAt (fun y : ℝ => Real.arctan y - (y - y ^ 3 / 3))
        (y ^ 4 / (1 + y ^ 2)) y := by
      intro y
      have h3 : HasDerivAt (fun y : ℝ => y ^ 3 / 3) (y ^ 2) y := by
        refine ((hasDerivAt_pow 3 y).div_const 3).congr_deriv ?_
        push_cast
        ring
      refine ((Real.hasDerivAt_arctan y).fun_sub
        ((hasDerivAt_id' y).fun_sub h3)).congr_deriv ?_
      have hy : 1 + y ^ 2 ≠ 0 := by positivity
      field_simp
      ring
    -- the difference grows from zero
    have hm := monotone_of_deriv_nonneg (fun y => (hd y).differentiableAt)
      (fun y => by rw [(hd y).deriv]; positivity)
    have h : Real.arctan 0 - (0 - 0 ^ 3 / 3) ≤ Real.arctan x - (x - x ^ 3 / 3) := hm hx
    rw [Real.arctan_zero] at h
    linarith
  · have hd : ∀ y : ℝ, HasDerivAt (fun y : ℝ => y - Real.arctan y)
        (y ^ 2 / (1 + y ^ 2)) y := by
      intro y
      refine ((hasDerivAt_id' y).fun_sub (Real.hasDerivAt_arctan y)).congr_deriv ?_
      have hy : 1 + y ^ 2 ≠ 0 := by positivity
      field_simp
      ring
    have hm := monotone_of_deriv_nonneg (fun y => (hd y).differentiableAt)
      (fun y => by rw [(hd y).deriv]; positivity)
    have h : 0 - Real.arctan 0 ≤ x - Real.arctan x := hm hx
    rw [Real.arctan_zero] at h
    linarith

end

end RashbaChain
```

In each half, `hd` computes the derivative and `hm` states monotonicity on the whole real line. The hypothesis enters only in `hm hx`, which compares $x$ with $0$. For negative $x$ both inequalities can fail: at $x=-1$ they would read $-2/3 \le -\pi/4 \le -1$.

For small $k$, the finite-difference matrix is approximately $-2t + tk^2 + 2\lambda k\,\sigma_y$, whose minima lie at $k=\mp x$. A link chain with $t>0$ and $\theta=x$ has minima at these places. In a simulation of such a non-interacting, single-orbital wire, the finite-difference minima lie at $\mp\arctan x$ instead, closer to zero by at most $x^3/3$ for $x\ge0$. The small-$k$ expansion is an informal argument that links the proved bounds to the continuum.

```lean
#print axioms RashbaChain.link_special_unitary
-- 'RashbaChain.link_special_unitary' depends on axioms: [propext, Classical.choice, Quot.sound]
#print axioms RashbaChain.finiteDiff_eq_link
-- 'RashbaChain.finiteDiff_eq_link' depends on axioms: [propext, Classical.choice, Quot.sound]
#print axioms RashbaChain.finiteDiff_band_bottom
-- 'RashbaChain.finiteDiff_band_bottom' depends on axioms: [propext, Classical.choice, Quot.sound]
#print axioms RashbaChain.link_angle_bounds
-- 'RashbaChain.link_angle_bounds' depends on axioms: [propext, Classical.choice, Quot.sound]
```
